# The Local Potential of a Model 1s Anion Has a Coulomb Barrier

When a local-density calculation on H⁻ has converged, the sign of the highest occupied orbital energy has to be checked before the electron is called bound. In a finite basis or a finite radial box, an orbital of positive energy can look localised: a repulsive barrier holds it back, and the basis or the box keeps it from escaping. For a fixed 1s cloud with more electrons than the nuclear charge, and with local exchange, the barrier can be established directly from the potential.

## The potential of a 1s cloud and its maximum

An electron moves in the field of a nucleus of charge $Z>0$ and a cloud of $N$ electrons, of which it is itself one. In Hartree atomic units the cloud has density

$$\rho(r)=\frac{Nz^3}{\pi}e^{-2zr},\qquad z>0,$$

where the lower-case $z$ is the orbital exponent, often written $\zeta$. The electrostatic repulsion is found by adding the charge inside radius $r$, divided by $r$, to the contribution of the shells outside:

$$\frac1r\int_0^r4\pi s^2\rho(s)\,ds+\int_r^\infty4\pi s\,\rho(s)\,ds.$$

The first term is $\frac Nr\left[1-(1+2zr+2z^2r^2)e^{-2zr}\right]$ and the second is $N(z+2z^2r)e^{-2zr}$. Their sum is $N\left[\frac1r-\left(z+\frac1r\right)e^{-2zr}\right]$.

Local exchange contributes $-a\rho^{1/3}=-Ce^{-2zr/3}$ with $C=a(Nz^3/\pi)^{1/3}$. The constant $a$ sets the strength of exchange; for the unpolarised electron gas it is $(3/\pi)^{1/3}$. The full potential is

$$v(r)=-\frac Zr+N\left[\frac1r-\left(z+\frac1r\right)e^{-2zr}\right]-Ce^{-2zr/3}.$$

The claim is that $v\to-\infty$ at the nucleus and $v\to0$ at infinity, and that for $N>Z$ it attains a strictly positive global maximum. If $N\ge0$ and $C\ge0$, such a maximum occurs only when $N>Z$.

Multiplying by $r$ gives $v(r)=Q(r)/r$ with

$$Q(r)=N-Z-N(zr+1)e^{-2zr}-Cr\,e^{-2zr/3}.$$

**At the nucleus.** $Q$ is continuous and $Q(0)=N-Z-N=-Z<0$. Dividing by a small positive $r$ therefore sends $v$ to $-\infty$.

**At infinity.** Exponential decay beats any power of $r$, so $Q(r)\to N-Z$ and $v(r)=Q(r)/r\to0$.

**The maximum.** Let $N>Z$. Since $Q$ has a positive limit, there is a radius $r_1>0$ with $Q(r_1)>0$, hence $v(r_1)>0$. By the two limits there are $\delta>0$ and $R$ such that $v(r)<v(r_1)$ for $0<r<\delta$ and for $r\ge R$. The radius $r_1$ can lie in neither region, so $\delta\le r_1\le R$. On the compact interval $[\delta,R]$ the continuous function $v$ has a maximum, at $r_0$ say, and $v(r_0)\ge v(r_1)>0$. Outside the interval $v$ is below $v(r_1)$, so the maximum is global.

**The converse.** If $N\ge0$ and $C\ge0$, the last two terms of $Q$ are never positive, so $v(r)\le(N-Z)/r$. A positive value of $v$ then requires $N>Z$.

For H⁻, $Z=1$ and $N=2$, and the tail is $+1/r$. An electron of H⁻ should see a neutral atom at large distance; here it is also repelled by its own share of the cloud, and the exponentially decaying exchange term does not cancel that repulsion.

## Density, potential and charge as Lean functions

```lean
import Mathlib

open Filter Topology Set

namespace AnionCoulombBarrier

noncomputable section
```

The density is an explicit function of the radius. All parameters are real numbers, so `N` need not be an integer. A real 1s shell holds at most two electrons, so for whole numbers the condition $N>Z$ leaves only $Z=1$ and $N=2$, which is H⁻.

```lean
/-- Density at radius `r` of `N` electrons in a 1s cloud with orbital exponent `z`. -/
def density (N z r : ℝ) : ℝ := N * z ^ 3 / Real.pi * Real.exp (-2 * z * r)
```

The potential is entered in closed form, with the Hartree term as obtained from the shell integrals above. The model is simpler than an actual local-density calculation in two respects: the shape of the cloud is fixed, whereas a self-consistent density responds to the potential, and there is no correlation potential, which such calculations normally include.

```lean
/-- Local potential at `r > 0` for nuclear charge `Z` and `N` electrons in a 1s cloud:
nuclear attraction, Hartree repulsion and a local exchange term of strength `C`. -/
def localPotential (Z N z C r : ℝ) : ℝ :=
  -Z / r + N * (1 / r - (z + 1 / r) * Real.exp (-2 * z * r)) - C * Real.exp (-2 * z * r / 3)
```

The function `effectiveCharge` is $Q$. Its sign is that of the potential energy of an electron, which is not the direction of the force: on the inner side of the barrier $Q$ can be positive while the force points inwards. If a radius-dependent effective nuclear charge is defined by $v(r)=-Z_{\text{eff}}(r)/r$, then $Z_{\text{eff}}=-Q$.

```lean
/-- The effective charge at radius `r`, meaning `r` times the local potential (positive where the
potential energy of an electron is positive), written in a form that is regular at the nucleus. -/
def effectiveCharge (Z N z C r : ℝ) : ℝ :=
  N - Z - N * (z * r + 1) * Real.exp (-2 * z * r) - C * r * Real.exp (-2 * z * r / 3)
```

The H⁻ potential has its own definition, with $Z=1$ and $N=2$ inserted and the terms $-1/r$ and $2/r$ combined.

```lean
/-- The model potential for H⁻ at `r > 0`, with orbital exponent `z` and exchange strength `C`. -/
def hydridePotential (z C r : ℝ) : ℝ :=
  1 / r - 2 * (z + 1 / r) * Real.exp (-2 * z * r) - C * Real.exp (-2 * z * r / 3)
```

## Exchange from the cube root of the density

The next theorem justifies the exponential exchange term. For $N\ge0$ and $z>0$, choosing $C=a(Nz^3/\pi)^{1/3}$ turns it into $-a\rho^{1/3}$, for any real $a$. The proof splits the cube root of the product, which is allowed because both factors are non-negative, and `Real.exp_mul` moves the power $1/3$ into the exponent.

```lean
/-- For `N ≥ 0` and `z > 0`, an exchange potential `-a ρ^(1/3)` built from the 1s density `ρ`
gives the exponential exchange term of the local potential. -/
theorem localPotential_of_density {N z : ℝ} (hN : 0 ≤ N) (hz : 0 < z) (Z a r : ℝ) :
    localPotential Z N z (a * (N * z ^ 3 / Real.pi) ^ (1 / 3 : ℝ)) r =
      -Z / r + N * (1 / r - (z + 1 / r) * Real.exp (-2 * z * r))
        - a * density N z r ^ (1 / 3 : ℝ) := by
  have h1 : 0 ≤ N * z ^ 3 / Real.pi := by positivity
  have h2 : -2 * z * r * (1 / 3) = -2 * z * r / 3 := by ring
  rw [localPotential, density, Real.mul_rpow h1 (Real.exp_pos _).le, ← Real.exp_mul, h2,
    mul_assoc a]
```

## The two limits

The identity $v=Q/r$ holds for every $r\ne0$. In the proof, `linear_combination` uses $r\,r^{-1}=1$ in the two terms where a factor $r$ cancels, those with $Nzr$ and $Cr$.

```lean
/-- Away from the nucleus the local potential is the effective charge divided by the radius. -/
theorem localPotential_eq_charge_div {r : ℝ} (hr : r ≠ 0) (Z N z C : ℝ) :
    localPotential Z N z C r = effectiveCharge Z N z C r / r := by
  have h : r * r⁻¹ = 1 := mul_inv_cancel₀ hr
  unfold localPotential effectiveCharge
  linear_combination
    (N * z * Real.exp (-2 * z * r) + C * Real.exp (-2 * z * r / 3)) * h
```

Exponential suppression of $r^n$ follows from the known limit $x^ne^{-x}\to0$ by setting $x=br$ and dividing by $b^n$.

```lean
/-- An exponential with decay rate `b > 0` suppresses every power of the radius at infinity. -/
theorem tendsto_pow_mul_exp {b : ℝ} (hb : 0 < b) (n : ℕ) :
    Tendsto (fun r : ℝ => r ^ n * Real.exp (-(b * r))) atTop (𝓝 0) := by
  have h := ((Real.tendsto_pow_mul_exp_neg_atTop_nhds_zero n).comp
    (tendsto_id.const_mul_atTop hb)).const_mul ((b ^ n)⁻¹)
  rw [mul_zero] at h
  refine h.congr (fun r => ?_)
  show (b ^ n)⁻¹ * ((b * r) ^ n * Real.exp (-(b * r))) = _
  rw [mul_pow, mul_assoc, inv_mul_cancel_left₀ (pow_ne_zero n hb.ne')]
```

This is applied with the decay rates $2z$ and $2z/3$ and the powers $n=0$ and $n=1$. Every term of $Q$ except $N-Z$ vanishes in the limit `atTop`, which stands for $r\to\infty$.

```lean
/-- For `z > 0` the effective charge tends to `N - Z`, the number of electrons minus the nuclear
charge, as the radius tends to infinity. -/
theorem effectiveCharge_tendsto {z : ℝ} (hz : 0 < z) (Z N C : ℝ) :
    Tendsto (effectiveCharge Z N z C) atTop (𝓝 (N - Z)) := by
  have d1 := tendsto_pow_mul_exp (b := 2 * z) (by positivity)
  have d2 := tendsto_pow_mul_exp (b := 2 * z / 3) (by positivity)
  have h : Tendsto (fun r : ℝ => (N - Z) - (N * z * (r ^ 1 * Real.exp (-(2 * z * r)))
      + N * (r ^ 0 * Real.exp (-(2 * z * r)))) - C * (r ^ 1 * Real.exp (-(2 * z / 3 * r))))
      atTop (𝓝 ((N - Z) - (N * z * 0 + N * 0) - C * 0)) :=
    (tendsto_const_nhds.sub (((d1 1).const_mul (N * z)).add ((d1 0).const_mul N))).sub
      ((d2 1).const_mul C)
  convert h using 1
  · funext r
    rw [effectiveCharge, show -2 * z * r = -(2 * z * r) by ring,
      show -(2 * z * r) / 3 = -(2 * z / 3 * r) by ring]
    ring
  · simp
```

At the nucleus the limit is taken along `𝓝[>] 0`, that is, through positive radii only, and `atBot` stands for $-\infty$. The proof obtains $Q\to-Z$ from continuity and multiplies by the divergent factor $1/r$. No condition on $N$, $z$ or $C$ is needed here.

```lean
/-- For nuclear charge `Z > 0` the local potential tends to minus infinity at the nucleus. -/
theorem localPotential_tendsto_nucleus {Z : ℝ} (hZ : 0 < Z) (N z C : ℝ) :
    Tendsto (localPotential Z N z C) (𝓝[>] 0) atBot := by
  have c : Continuous (effectiveCharge Z N z C) := by
    unfold effectiveCharge
    fun_prop
  have h0 : effectiveCharge Z N z C 0 = -Z := by
    simp only [effectiveCharge, mul_zero, zero_div, Real.exp_zero]
    ring
  have h : Tendsto (effectiveCharge Z N z C) (𝓝[>] 0) (𝓝 (-Z)) := by
    rw [← h0]
    exact (c.tendsto 0).mono_left nhdsWithin_le_nhds
  -- a negative charge limit times the divergent factor 1/r
  refine (h.neg_mul_atTop (by linarith) tendsto_inv_nhdsGT_zero).congr' ?_
  filter_upwards [self_mem_nhdsWithin] with r hr
  have hr' : 0 < r := hr
  rw [localPotential_eq_charge_div hr'.ne', div_eq_mul_inv]
```

At infinity the finite limit of $Q$ is multiplied by $1/r\to0$.

```lean
/-- For `z > 0` the local potential vanishes at infinity. -/
theorem localPotential_tendsto_infinity {z : ℝ} (hz : 0 < z) (Z N C : ℝ) :
    Tendsto (localPotential Z N z C) atTop (𝓝 0) := by
  have h := (effectiveCharge_tendsto hz Z N C).mul tendsto_inv_atTop_zero
  rw [mul_zero] at h
  refine h.congr' ?_
  filter_upwards [eventually_gt_atTop (0 : ℝ)] with r hr
  rw [localPotential_eq_charge_div hr.ne', div_eq_mul_inv]
```

## The barrier and the excess of electrons

The existence theorem states that there is a radius $r_0>0$ at which the potential is positive and at least as large as at every other positive radius. It gives neither the position nor the height of the barrier, and it allows the maximum to be attained at more than one radius. The constant $C$ may be any real number, since the exchange term affects neither the behaviour at the nucleus nor the sign of the tail when $N>Z$.

The names `r₁`, `δ`, `R` and `r₀` are those of the derivation. The limits of $Q$ and $v$ supply the first three, and `h1` and `h2` place $r_1$ in $[\delta,R]$. Then `isCompact_Icc.exists_isMaxOn` gives the maximum on that interval, and the final case distinction compares it with the inner region, the interval and the outer region.

```lean
/-- If `z > 0` and the electrons outnumber a positive nuclear charge, the local potential attains
a strictly positive global maximum at a finite radius. -/
theorem exists_barrier {Z N z : ℝ} (hZ : 0 < Z) (hz : 0 < z) (hNZ : Z < N) (C : ℝ) :
    ∃ r₀ > 0, 0 < localPotential Z N z C r₀ ∧
      ∀ r > 0, localPotential Z N z C r ≤ localPotential Z N z C r₀ := by
  -- far out the net charge is repulsive, so the potential is positive somewhere
  obtain ⟨r₁, hQ, hr₁⟩ := (((effectiveCharge_tendsto hz Z N C).eventually_const_lt
    (sub_pos.2 hNZ)).and (eventually_gt_atTop 0)).exists
  have hv : 0 < localPotential Z N z C r₁ := by
    rw [localPotential_eq_charge_div hr₁.ne']
    exact div_pos hQ hr₁
  -- near the nucleus and far away the potential lies below this value
  obtain ⟨δ, hδ, hnear⟩ := mem_nhdsGT_iff_exists_Ioo_subset.1
    ((localPotential_tendsto_nucleus hZ N z C).eventually
      (eventually_lt_atBot (localPotential Z N z C r₁)))
  obtain ⟨R, hfar⟩ := eventually_atTop.1
    ((localPotential_tendsto_infinity hz Z N C).eventually_lt_const hv)
  have hδ0 : 0 < δ := hδ
  have hbelow : ∀ r : ℝ, 0 < r → r < δ →
      localPotential Z N z C r < localPotential Z N z C r₁ :=
    fun r h h' => hnear ⟨h, h'⟩
  have h1 : δ ≤ r₁ := by
    by_contra hc
    exact lt_irrefl _ (hbelow r₁ hr₁ (not_le.1 hc))
  have h2 : r₁ ≤ R := by
    by_contra hc
    exact lt_irrefl _ (hfar r₁ (not_le.1 hc).le)
  have hcont : ContinuousOn (localPotential Z N z C) (Icc δ R) := by
    intro r hr
    have hr0 : r ≠ 0 := (hδ0.trans_le hr.1).ne'
    apply ContinuousAt.continuousWithinAt
    unfold localPotential
    fun_prop (disch := exact hr0)
  -- the maximum over the remaining compact shell is global
  obtain ⟨r₀, hr₀, hmax⟩ := isCompact_Icc.exists_isMaxOn ⟨r₁, h1, h2⟩ hcont
  have h10 : localPotential Z N z C r₁ ≤ localPotential Z N z C r₀ := hmax ⟨h1, h2⟩
  refine ⟨r₀, hδ0.trans_le hr₀.1, hv.trans_le h10, fun r hr => ?_⟩
  rcases lt_or_ge r δ with h | h
  · exact (hbelow r hr h).le.trans h10
  · rcases le_or_gt r R with h' | h'
    · exact hmax ⟨h, h'⟩
    · exact (hfar r h'.le).le.trans h10
```

With $N\ge0$ and $C\ge0$ the existence of a barrier is equivalent to $Z<N$. The direction from right to left is the previous theorem. For the other, `h1` and `h2` record that the two subtracted terms of $Q$ are non-negative, and `linarith` concludes $N>Z$ from $Q(r)>0$. Some restriction on the sign of $C$ is needed: for $N=Z$ and $C<0$, the repulsive term $-Ce^{-2zr/3}$ outlasts the faster exponential and makes the potential positive far out.

```lean
/-- For `Z > 0`, `N ≥ 0`, `z > 0` and `C ≥ 0`, the local potential attains a strictly positive
global maximum exactly when the electrons outnumber the nuclear charge. -/
theorem barrier_iff_anion {Z N z C : ℝ} (hZ : 0 < Z) (hN : 0 ≤ N) (hz : 0 < z) (hC : 0 ≤ C) :
    (∃ r₀ > 0, 0 < localPotential Z N z C r₀ ∧
      ∀ r > 0, localPotential Z N z C r ≤ localPotential Z N z C r₀) ↔ Z < N := by
  refine ⟨?_, fun h => exists_barrier hZ hz h C⟩
  rintro ⟨r, hr, hpos, -⟩
  have hr' : 0 < r := hr
  rw [localPotential_eq_charge_div hr'.ne'] at hpos
  have hQ : 0 < effectiveCharge Z N z C r := (div_pos_iff_of_pos_right hr').1 hpos
  -- penetration and exchange only lower the effective charge
  have h1 : 0 ≤ N * (z * r + 1) * Real.exp (-2 * z * r) := by positivity
  have h2 : 0 ≤ C * r * Real.exp (-2 * z * r / 3) := by positivity
  unfold effectiveCharge at hQ
  linarith
```

## The hydride ion

The last theorem collects the three properties for H⁻, for every $z>0$ and every real $C$, which includes the physical case $C\ge0$. Its proof identifies `hydridePotential z C` with `localPotential 1 2 z C` and applies the general results. The statement is about the potential alone; whether an orbital in it has positive or negative energy is a separate question.

```lean
/-- For `z > 0` the model potential of H⁻ tends to minus infinity at the nucleus and to zero at
infinity, and it attains a strictly positive global maximum. -/
theorem hydride_barrier {z : ℝ} (hz : 0 < z) (C : ℝ) :
    Tendsto (hydridePotential z C) (𝓝[>] 0) atBot ∧
    Tendsto (hydridePotential z C) atTop (𝓝 0) ∧
    ∃ r₀ > 0, 0 < hydridePotential z C r₀ ∧
      ∀ r > 0, hydridePotential z C r ≤ hydridePotential z C r₀ := by
  -- H⁻ has nuclear charge 1 and two electrons
  have h : hydridePotential z C = localPotential 1 2 z C := by
    funext r
    unfold hydridePotential localPotential
    ring
  rw [h]
  exact ⟨localPotential_tendsto_nucleus one_pos 2 z C,
    localPotential_tendsto_infinity hz 1 2 C, exists_barrier one_pos hz one_lt_two C⟩

end

end AnionCoulombBarrier
```

```lean
#print axioms AnionCoulombBarrier.localPotential_of_density
#print axioms AnionCoulombBarrier.barrier_iff_anion
#print axioms AnionCoulombBarrier.hydride_barrier
```

```
'AnionCoulombBarrier.localPotential_of_density' depends on axioms: [propext, Classical.choice, Quot.sound]
'AnionCoulombBarrier.barrier_iff_anion' depends on axioms: [propext, Classical.choice, Quot.sound]
'AnionCoulombBarrier.hydride_barrier' depends on axioms: [propext, Classical.choice, Quot.sound]
```
